# Spinless hydrogen in uniform fields: to first order, the n = 2 shell is two independent spins 1/2

In a weak uniform magnetic field $B$ and a weak uniform electric field $F$, at any angle to each other, the first-order Hamiltonian of the hydrogen $n=2$ shell, in atomic units with $B$ measured in $\hbar/(ea_0^2)$, is

$$H=\tfrac12 B\cdot L-3F\cdot A=w_1\cdot J_1+w_2\cdot J_2,\qquad w_1=\tfrac12B-3F,\quad w_2=\tfrac12B+3F,$$

and its characteristic polynomial has the four roots $(\pm|w_1|\pm|w_2|)/2$, counted with multiplicity. Here $L$ is the orbital angular momentum, $A$ the scaled Runge-Lenz vector, and $J_1$, $J_2$ are two commuting pseudospins 1/2. The roots are energy shifts measured from the unperturbed level.

For nonrelativistic, spinless hydrogen restricted to this one shell, the formula gives the combined linear Stark and Zeeman splitting, with which a numerical diagonalisation in weak fields can be compared.

```lean
import Mathlib

open Matrix
open Polynomial (X C)
open scoped Kronecker

namespace HydrogenCrossedFields

noncomputable section
```

## The shell as a product of two pseudospins

Fields are vectors in Euclidean three-space, so that `‖B‖` is the ordinary field strength. Their components carry the indices 0, 1, 2 for $x$, $y$, $z$.

```lean
/-- Field vectors in Euclidean three-space. -/
abbrev Vec3 := EuclideanSpace ℝ (Fin 3)
```

The shell has $n^2=4$ orbital states. It is modelled as $\mathbb C^2\otimes\mathbb C^2$, and an operator on it is a complex $4\times4$ matrix whose rows and columns are labelled by pairs. The first member of a pair belongs to $J_1$, the second to $J_2$. Neither factor is the spin of the electron.

```lean
/-- Operators on the four-dimensional n = 2 shell, written as a product of two spins 1/2. -/
abbrev ShellOp := Matrix (Fin 2 × Fin 2) (Fin 2 × Fin 2) ℂ
```

With the Pauli matrices $\sigma_k$, $k=0,1,2$, the pseudospins are

$$J_{1,k}=\tfrac12\sigma_k\otimes1,\qquad J_{2,k}=1\otimes\tfrac12\sigma_k .$$

```lean
/-- The three Pauli matrices. -/
def pauli : Fin 3 → Matrix (Fin 2) (Fin 2) ℂ :=
  ![!![0, 1; 1, 0], !![0, -Complex.I; Complex.I, 0], !![1, 0; 0, -1]]

/-- The first pseudospin, `σ/2 ⊗ 1`. -/
def J1 (k : Fin 3) : ShellOp := ((1 / 2 : ℂ) • pauli k) ⊗ₖ (1 : Matrix (Fin 2) (Fin 2) ℂ)

/-- The second pseudospin, `1 ⊗ σ/2`. -/
def J2 (k : Fin 3) : ShellOp := (1 : Matrix (Fin 2) (Fin 2) ℂ) ⊗ₖ ((1 / 2 : ℂ) • pauli k)
```

The physical vectors are their sum and difference, $L=J_1+J_2$ and $A=J_1-J_2$.

```lean
/-- The orbital angular momentum `L = J1 + J2`. -/
def angMom (k : Fin 3) : ShellOp := J1 k + J2 k

/-- The scaled Runge-Lenz vector `A = J1 - J2`. -/
def rungeLenz (k : Fin 3) : ShellOp := J1 k - J2 k
```

## The field Hamiltonian

For a real vector $v$ and a vector operator $K$, write $v\cdot K=\sum_k v_kK_k$.

```lean
/-- The scalar product `v · K` of a real vector with a vector operator. -/
def dotOp (v : Vec3) (K : Fin 3 → ShellOp) : ShellOp := ∑ k, (v k : ℂ) • K k
```

The magnetic term $\tfrac12B\cdot L$ is the orbital Zeeman energy. The electric term is the energy $F\cdot r$ of an electron of charge $-1$ at position $r$. Within a shell, Pauli's replacement $r\to-\tfrac32nA$ turns it into $-3F\cdot A$ for $n=2$. This replacement enters through the definition of `hamiltonian`; it is not derived from Coulomb wavefunctions. The model leaves out the diamagnetic term, coupling to other shells, electron spin, fine structure and the motion of the nucleus. The theorems below hold for this matrix at any field strength, but the matrix describes spinless hydrogen only in weak fields.

```lean
/-- The first-order Hamiltonian `(B/2) · L - 3 F · A` of the n = 2 shell in atomic units. -/
def hamiltonian (B F : Vec3) : ShellOp :=
  dotOp ((1 / 2 : ℝ) • B) angMom - (3 : ℂ) • dotOp F rungeLenz
```

The two effective fields are defined separately, so that the decoupling is a theorem about $H$ and not part of its definition.

```lean
/-- The effective field `w1 = B/2 - 3F`. -/
def w1 (B F : Vec3) : Vec3 := (1 / 2 : ℝ) • B - (3 : ℝ) • F

/-- The effective field `w2 = B/2 + 3F`. -/
def w2 (B F : Vec3) : Vec3 := (1 / 2 : ℝ) • B + (3 : ℝ) • F
```

## Two relations that tie the matrices to hydrogen

On a hydrogen shell, $L\cdot A=0$ and $L^2+A^2=n^2-1$. To check both in the model, start from $\sigma_k^2=1$, which is verified entry by entry.

```lean
/-- Each Pauli matrix squares to the identity. -/
lemma pauli_sq (k : Fin 3) : pauli k * pauli k = 1 := by
  fin_cases k <;> ext i j <;> fin_cases i <;> fin_cases j <;>
    simp [pauli, Matrix.mul_apply, Fin.sum_univ_two]
```

It follows that $J_{1,k}^2=J_{2,k}^2=\tfrac14$. Since the two pseudospins act on different factors, $J_{1,k}J_{2,k}=J_{2,k}J_{1,k}$. For each $k$, therefore,

$$L_kA_k=J_{1,k}^2-J_{1,k}J_{2,k}+J_{2,k}J_{1,k}-J_{2,k}^2=0,$$

$$L_k^2+A_k^2=2\left(J_{1,k}^2+J_{2,k}^2\right)=1 .$$

Summing over three components gives $0$ and $3=2^2-1$. In the proof, `h1` and `h2` are the two squares and `hc` is the commutation, all obtained from the product rule $(a\otimes b)(c\otimes d)=ac\otimes bd$.

```lean
/-- The model satisfies `L · A = 0` and `L² + A² = n² - 1` with n = 2. -/
theorem pauli_relations :
    ∑ k, angMom k * rungeLenz k = 0 ∧
    ∑ k, (angMom k * angMom k + rungeLenz k * rungeLenz k) = ((2 : ℂ) ^ 2 - 1) • 1 := by
  have h1 (k : Fin 3) : J1 k * J1 k = (1 / 4 : ℂ) • 1 := by
    unfold J1
    rw [← Matrix.mul_kronecker_mul, smul_mul_smul_comm, pauli_sq, mul_one,
      Matrix.smul_kronecker, Matrix.one_kronecker_one]
    norm_num
  have h2 (k : Fin 3) : J2 k * J2 k = (1 / 4 : ℂ) • 1 := by
    unfold J2
    rw [← Matrix.mul_kronecker_mul, smul_mul_smul_comm, pauli_sq, mul_one,
      Matrix.kronecker_smul, Matrix.one_kronecker_one]
    norm_num
  -- the two pseudospins act on different factors and commute
  have hc (k : Fin 3) : J1 k * J2 k = J2 k * J1 k := by
    simp only [J1, J2, ← Matrix.mul_kronecker_mul, mul_one, one_mul]
  constructor
  · refine Finset.sum_eq_zero fun k _ => ?_
    simp only [angMom, rungeLenz, add_mul, mul_sub, h1, h2, hc]
    abel
  · have h (k : Fin 3) :
        angMom k * angMom k + rungeLenz k * rungeLenz k = (1 : ℂ) • (1 : ShellOp) := by
      simp only [angMom, rungeLenz, add_mul, sub_mul, mul_add, mul_sub, h1, h2, hc]
      module
    simp only [h, Fin.sum_univ_three]
    module
```

## Decoupling

Inserting the definitions of $L$ and $A$ and collecting terms gives

$$\tfrac12B\cdot(J_1+J_2)-3F\cdot(J_1-J_2)=\left(\tfrac12B-3F\right)\cdot J_1+\left(\tfrac12B+3F\right)\cdot J_2 .$$

The proof writes out the three components, and `module` compares the coefficients.

```lean
/-- In any magnetic and electric field the Hamiltonian is that of two independent pseudospins,
`w1 · J1 + w2 · J2`. -/
theorem hamiltonian_decouples (B F : Vec3) :
    hamiltonian B F = dotOp (w1 B F) J1 + dotOp (w2 B F) J2 := by
  simp only [hamiltonian, dotOp, angMom, rungeLenz, w1, w2, Fin.sum_univ_three,
    PiLp.sub_apply, PiLp.add_apply, PiLp.smul_apply, smul_eq_mul]
  push_cast
  module
```

## The secular determinant

Take two traceless $2\times2$ matrices

$$M_1=\begin{pmatrix}p&q\\r&-p\end{pmatrix},\qquad M_2=\begin{pmatrix}s&t\\u&-s\end{pmatrix},$$

where $r$ and $u$ are for the moment just matrix entries. Set $a=p^2+qr$ and $b=s^2+tu$, so that $M_1^2=a$ and $M_2^2=b$. In the product basis, $x-M_1\otimes1-1\otimes M_2$ has the $2\times2$ blocks

$$\begin{pmatrix}x-p-M_2&-q\\-r&x+p-M_2\end{pmatrix}.$$

The blocks commute, so the determinant of the whole is

$$\det\left[(x-M_2)^2-p^2-qr\right]=\det\left[x^2+b-a-2xM_2\right].$$

Because $M_2$ is traceless with determinant $-b$, this equals

$$(x^2+b-a)^2-4x^2b=(x^2-a-b)^2-4ab .$$

The Lean proof reaches the same polynomial by expanding the $4\times4$ determinant along its first row and letting `ring` compare the two sides.

```lean
/-- The secular determinant of two traceless two-level systems, written out in the product
basis. -/
lemma det_two_level (x p q r s t u : ℂ) :
    (!![x - p - s, -t, -q, 0; -u, x - p + s, 0, -q;
        -r, 0, x + p - s, -t; 0, -r, -u, x + p + s] : Matrix (Fin 4) (Fin 4) ℂ).det
      = (x ^ 2 - (p ^ 2 + q * r) - (s ^ 2 + t * u)) ^ 2
        - 4 * (p ^ 2 + q * r) * (s ^ 2 + t * u) := by
  simp [Matrix.det_succ_row_zero, Fin.sum_univ_succ, Fin.succAbove]
  ring
```

The lemma numbers the basis states from 0 to 3, while the shell labels them by pairs. The order is $(0,0),(0,1),(1,0),(1,1)$.

```lean
/-- The numbering of the four product states. -/
def pairIndex : Fin 4 ≃ Fin 2 × Fin 2 :=
  Equiv.ofBijective ![(0, 0), (0, 1), (1, 0), (1, 1)] (by decide)
```

Now let $u$ and $v$ be field vectors acting on the first and second pseudospin. For the first,

$$p=\frac{u_2}2,\quad q=\frac{u_0-iu_1}2,\quad r=\frac{u_0+iu_1}2,\qquad p^2+qr=\frac{|u|^2}4,$$

and likewise for $v$. The secular determinant becomes

$$\left(x^2-\frac{|u|^2+|v|^2}4\right)^2-\frac{|u|^2|v|^2}4 .$$

Only the field strengths remain; the angle between $u$ and $v$ has dropped out. In the proof, `key` is the identity for $p^2+qr$. The matrix is then renumbered by `pairIndex` and matched with the one in `det_two_level` entry by entry.

```lean
/-- The secular determinant of two independent spins 1/2 in fields `u` and `v` depends only on
the field strengths. -/
theorem det_two_spins (u v : Vec3) (x : ℂ) :
    (Matrix.scalar (Fin 2 × Fin 2) x - (dotOp u J1 + dotOp v J2)).det
      = (x ^ 2 - ((‖u‖ : ℂ) ^ 2 + (‖v‖ : ℂ) ^ 2) / 4) ^ 2
        - (‖u‖ : ℂ) ^ 2 * (‖v‖ : ℂ) ^ 2 / 4 := by
  -- minus the determinant of each spin matrix is a quarter of the squared field strength
  have key (a : Vec3) : ((a 2 : ℂ) / 2) ^ 2
      + ((a 0 - Complex.I * a 1) / 2) * ((a 0 + Complex.I * a 1) / 2) = (‖a‖ : ℂ) ^ 2 / 4 := by
    have hr : ‖a‖ ^ 2 = a 0 ^ 2 + a 1 ^ 2 + a 2 ^ 2 := by
      rw [EuclideanSpace.norm_sq_eq, Fin.sum_univ_three]
      simp only [Real.norm_eq_abs, sq_abs]
    have hn : (‖a‖ : ℂ) ^ 2 = (a 0 : ℂ) ^ 2 + (a 1 : ℂ) ^ 2 + (a 2 : ℂ) ^ 2 := by
      exact_mod_cast hr
    rw [hn]
    linear_combination (-(a 1 : ℂ) ^ 2 / 4) * Complex.I_sq
  have hM := det_two_level x ((u 2 : ℂ) / 2) ((u 0 - Complex.I * u 1) / 2)
    ((u 0 + Complex.I * u 1) / 2) ((v 2 : ℂ) / 2) ((v 0 - Complex.I * v 1) / 2)
    ((v 0 + Complex.I * v 1) / 2)
  rw [key u, key v] at hM
  rw [← Matrix.det_submatrix_equiv_self pairIndex]
  refine Eq.trans (congrArg Matrix.det ?_) (hM.trans (by ring))
  ext i j
  fin_cases i <;> fin_cases j <;>
    simp [pairIndex, dotOp, J1, J2, pauli, Fin.sum_univ_three, Matrix.scalar_apply,
      Matrix.kroneckerMap_apply] <;> ring
```

## The four levels

Put $u=w_1$ and $v=w_2$. The secular determinant factorises as

$$\left(x^2-\frac{(|w_1|+|w_2|)^2}4\right)\left(x^2-\frac{(|w_1|-|w_2|)^2}4\right),$$

which is the product of the four linear factors with roots $(\pm|w_1|\pm|w_2|)/2$. The theorem equates whole polynomials, so coinciding levels are counted correctly. `Polynomial.funext` reduces the claim to equality at every complex $x$, where the decoupling and the secular determinant apply and `ring` checks the factorisation.

```lean
/-- The characteristic polynomial of the n = 2 shell in arbitrary fields has the four roots
`(±|w1| ± |w2|)/2`, counted with multiplicity. -/
theorem charpoly_hamiltonian (B F : Vec3) :
    (hamiltonian B F).charpoly =
      (X - C (((‖w1 B F‖ + ‖w2 B F‖) / 2 : ℝ) : ℂ)) *
      (X - C (((‖w1 B F‖ - ‖w2 B F‖) / 2 : ℝ) : ℂ)) *
      (X - C (((-‖w1 B F‖ + ‖w2 B F‖) / 2 : ℝ) : ℂ)) *
      (X - C (((-‖w1 B F‖ - ‖w2 B F‖) / 2 : ℝ) : ℂ)) := by
  -- two complex polynomials agree if they agree at every point
  refine Polynomial.funext fun x => ?_
  rw [Matrix.eval_charpoly, hamiltonian_decouples, det_two_spins]
  simp only [Polynomial.eval_mul, Polynomial.eval_sub, Polynomial.eval_X, Polynomial.eval_C]
  push_cast
  ring
```

## The role of the angle between the fields

The angle between $B$ and $F$ enters through the lengths of the effective fields:

$$|w_1|^2=\tfrac14|B|^2+9|F|^2-3B\cdot F,\qquad |w_2|^2=\tfrac14|B|^2+9|F|^2+3B\cdot F .$$

Both follow from expanding the square of a difference or a sum.

```lean
/-- The squared effective fields are `B²/4 + 9F² ∓ 3 B · F`. -/
lemma norm_sq_fields (B F : Vec3) :
    ‖w1 B F‖ ^ 2 = ‖B‖ ^ 2 / 4 + 9 * ‖F‖ ^ 2 - 3 * inner ℝ B F ∧
    ‖w2 B F‖ ^ 2 = ‖B‖ ^ 2 / 4 + 9 * ‖F‖ ^ 2 + 3 * inner ℝ B F := by
  constructor
  · rw [w1, norm_sub_sq_real, real_inner_smul_left, real_inner_smul_right, norm_smul, norm_smul]
    norm_num
    ring
  · rw [w2, norm_add_sq_real, real_inner_smul_left, real_inner_smul_right, norm_smul, norm_smul]
    norm_num
    ring
```

At $x=0$ the secular determinant is $\det(-H)$, which equals $\det H$ because the dimension is even. Hence

$$\det H=\left(\frac{|w_1|^2+|w_2|^2}4\right)^2-\frac{|w_1|^2|w_2|^2}4=\frac{(|w_1|^2-|w_2|^2)^2}{16}=\frac{(-6B\cdot F)^2}{16}=\frac94(B\cdot F)^2 .$$

An unshifted level therefore exists exactly when $B\cdot F=0$. In the proof, `hr` is the difference of the squared lengths, `hs` is its complex form, and `linear_combination` assembles the result.

```lean
/-- The determinant of the Hamiltonian is `(9/4) (B · F)²`. -/
theorem det_hamiltonian (B F : Vec3) :
    (hamiltonian B F).det = 9 / 4 * ((inner ℝ B F : ℝ) : ℂ) ^ 2 := by
  have h := det_two_spins (w1 B F) (w2 B F) 0
  rw [← hamiltonian_decouples, map_zero, zero_sub, Matrix.det_neg] at h
  have hcard : Fintype.card (Fin 2 × Fin 2) = 4 := by decide
  rw [hcard] at h
  have hr : ‖w1 B F‖ ^ 2 - ‖w2 B F‖ ^ 2 = -6 * inner ℝ B F := by
    linarith [(norm_sq_fields B F).1, (norm_sq_fields B F).2]
  have hs : (‖w1 B F‖ : ℂ) ^ 2 - (‖w2 B F‖ : ℂ) ^ 2 = -6 * ((inner ℝ B F : ℝ) : ℂ) := by
    exact_mod_cast hr
  linear_combination h + (1 / 16) * ((‖w1 B F‖ : ℂ) ^ 2 - (‖w2 B F‖ : ℂ) ^ 2
    - 6 * ((inner ℝ B F : ℝ) : ℂ)) * hs
```

If $B\cdot F=0$, both pseudospins feel the same field strength

$$E=\sqrt{\tfrac14|B|^2+9|F|^2},$$

and the four roots are $E,0,0,-E$. The condition includes the cases where one field vanishes: $F=0$ gives the Zeeman shifts $\pm|B|/2$, and $B=0$ the linear Stark shifts $\pm3|F|$, each with two unshifted states. If both fields vanish, all four roots are zero.

Perpendicularity is the only hypothesis in these theorems, and without it the last formula fails. Take the parallel fields $B=(0,0,2)$ and $F=(0,0,\tfrac13)$. Then $w_1=0$ and $w_2=(0,0,2)$, so the levels are $1,1,-1,-1$. The perpendicular formula would give $\sqrt2,0,0,-\sqrt2$ instead. These numbers are chosen for easy arithmetic; in atomic units such fields are far too strong for a first-order treatment of a real atom. Scaling both fields down by a common factor scales both lists of levels by the same factor, so the disagreement persists in weak fields.

The proof takes square roots in the two length formulas, substitutes them into the general characteristic polynomial, and simplifies with the common value named `E`.

```lean
/-- In perpendicular fields the characteristic polynomial has, counted with multiplicity, the roots
0, 0 and `±√(B²/4 + 9F²)`. -/
theorem charpoly_perpendicular (B F : Vec3) (h : inner ℝ B F = 0) :
    (hamiltonian B F).charpoly =
      X ^ 2 * (X - C ((√(‖B‖ ^ 2 / 4 + 9 * ‖F‖ ^ 2) : ℝ) : ℂ)) *
        (X + C ((√(‖B‖ ^ 2 / 4 + 9 * ‖F‖ ^ 2) : ℝ) : ℂ)) := by
  -- both pseudospins feel the same field strength
  have h1 : ‖w1 B F‖ = √(‖B‖ ^ 2 / 4 + 9 * ‖F‖ ^ 2) := by
    rw [← Real.sqrt_sq (norm_nonneg (w1 B F)), (norm_sq_fields B F).1, h, mul_zero, sub_zero]
  have h2 : ‖w2 B F‖ = √(‖B‖ ^ 2 / 4 + 9 * ‖F‖ ^ 2) := by
    rw [← Real.sqrt_sq (norm_nonneg (w2 B F)), (norm_sq_fields B F).2, h, mul_zero, add_zero]
  rw [charpoly_hamiltonian, h1, h2]
  generalize √(‖B‖ ^ 2 / 4 + 9 * ‖F‖ ^ 2) = E
  rw [show (E + E) / 2 = E by ring, show (E - E) / 2 = 0 by ring,
    show (-E + E) / 2 = 0 by ring, show (-E - E) / 2 = -E by ring]
  simp only [Complex.ofReal_zero, Complex.ofReal_neg, map_zero, map_neg]
  ring

end

end HydrogenCrossedFields
```

```lean
#print axioms HydrogenCrossedFields.pauli_relations
-- 'HydrogenCrossedFields.pauli_relations' depends on axioms: [propext, Classical.choice, Quot.sound]
#print axioms HydrogenCrossedFields.det_two_spins
-- 'HydrogenCrossedFields.det_two_spins' depends on axioms: [propext, Classical.choice, Quot.sound]
#print axioms HydrogenCrossedFields.det_hamiltonian
-- 'HydrogenCrossedFields.det_hamiltonian' depends on axioms: [propext, Classical.choice, Quot.sound]
#print axioms HydrogenCrossedFields.charpoly_perpendicular
-- 'HydrogenCrossedFields.charpoly_perpendicular' depends on axioms: [propext, Classical.choice, Quot.sound]
```
